# The kink at w = (√2 − 1)ZD in a low-energy model of the Bethe-lattice self-energy

## Where to stop a linear fit

To extract a quasiparticle weight Z from a real-frequency DMFT self-energy Σ(w), one can fit a line to Re(w − Σ) near the Fermi level, w = 0, and read off the slope 1/Z. The fit window should end well before the curve bends. For a one-pole model of the half-filled correlated metal on the Bethe lattice, the second derivative of this curve at w > 0 is largest in magnitude at w = (√2 − 1)ZD, where D is the half-bandwidth of the non-interacting band. This "kink" is a smooth bend, not a corner.

## The model

Put t = D/2 and x = w/(2Z). The retarded local propagator is taken to be

G(w) = 1/(x + i t).

This is the semicircular-band propagator at energy w/Z, with 1/G expanded to first order in w. The model keeps that form at all w, including w ~ ZD, where the expansion is no longer controlled. Z is a parameter, not computed from an interaction.

On the Bethe lattice the hybridization is t²G. At half filling, with Σ measured from its value at the Fermi level so that the chemical potential drops out, the Dyson equation gives

Σ = w − t²G − 1/G.

The untruncated semicircular propagator at energy w/Z satisfies t²G + 1/G = w/Z exactly, which has no kink. The kink below comes from the assumption that 1/G stays linear in w up to w ~ ZD.

## What is stated

In Lean, `green` and `selfEnergy` are the complex functions G and Σ, and `renEnergy` is the real function F(w) = Re(w − Σ).

For all real Z, D > 0, `kink_position` says that F has derivative 1/Z at 0, and that at every w > 0 other than (√2 − 1)ZD, |F''| is strictly smaller than at that point. F'' is written `deriv (deriv (renEnergy Z D))`. `kink_curvature` gives its value there, and `second_linear_regime` bounds F against a line of half the initial slope.

## Derivation

Since w − Σ = t²G + 1/G and G = (x − i t)/(x² + t²), the real part is

F = x + t²x/(x² + t²).

With dx/dw = 1/(2Z),

F' = (1/(2Z)) [1 + t²(t² − x²)/(x² + t²)²],

so F'(0) = 1/Z. Differentiating again,

F'' = (1/(4Z²)) · 2t²x(x² − 3t²)/(x² + t²)³.

Let u = w/(ZD), so x = tu. Then

F'' = s(u)/(2Z²D), s(u) = 2u(u² − 3)/(u² + 1)³.

Let a = √2 − 1, so a² = 1 − 2a = 3 − 2√2. Then a² − 3 = −2√2 and a² + 1 = 2√2 a, hence

s(a) = −4√2 a/(16√2 a³) = −1/(4a²) = −(3 + 2√2)/4.

For other u > 0, the bound s(u) > −1/(4a²) is equivalent to positivity of

(u² + 1)³ − 8a²u(3 − u²) = (u − a)²(u⁴ + 2au³ + (3 + 3a²)u² + 10au + 5 + 2a).

After reduction with a² = 1 − 2a, both sides have coefficients 1, 0, 3, 8a², 3, −24a², 1 from u⁶ down to u⁰. The right side is positive for u ≠ a. From above,

s(u) < 2u³/(u² + 1)³ ≤ 1 < (3 + 2√2)/4,

because 2u³ ≤ u⁶ + 1 ≤ (u² + 1)³.

Finally, for w > 0,

0 < F − x = t²x/(x² + t²) < t²/x = ZD²/(2w).

## Numbers for Z = 1/4, D = 2 eV

The kink is at 0.414 × 0.5 eV = 0.207 eV, with F'' = −5.83 eV⁻¹. The slope is 4 at w = 0 and 3.21 at the kink, and in the model it tends to 2 at large w (for a true self-energy it tends to 1). At the kink F = 0.768 eV, so the ratio w/F would give Z ≈ 0.27 instead of 0.25.

## The Lean file

```lean
import Mathlib

namespace BetheLatticeKink

noncomputable section

/-- Low-energy model of the local propagator, `G(w) = 1 / (w/(2Z) + i D/2)`,
for `Z ≠ 0` and half-bandwidth `D ≠ 0`. -/
def green (Z D w : ℝ) : ℂ :=
  1 / (((w / (2 * Z) : ℝ) : ℂ) + ((D / 2 : ℝ) : ℂ) * Complex.I)

/-- Self-energy from the Dyson equation on the Bethe lattice, where the hybridization is
`t² G` with `t = D/2`: `Σ = w - t² G - 1/G`, for `Z ≠ 0` and `D ≠ 0`. -/
def selfEnergy (Z D w : ℝ) : ℂ :=
  (w : ℂ) - (((D / 2) ^ 2 : ℝ) : ℂ) * green Z D w - 1 / green Z D w

/-- The renormalized energy `F(w) = Re (w - Σ(w))`, for `Z ≠ 0` and `D ≠ 0`. -/
def renEnergy (Z D w : ℝ) : ℝ := ((w : ℂ) - selfEnergy Z D w).re

/-- Dimensionless curvature profile as a function of `u = w/(Z D)`. -/
def shape (u : ℝ) : ℝ := 2 * u * (u ^ 2 - 3) / (u ^ 2 + 1) ^ 3

/-- With `x = w/(2Z)` and `t = D/2`, the renormalized energy is
`x + t² x / (x² + t²)`. -/
theorem renEnergy_eq (Z D w : ℝ) :
    renEnergy Z D w = w / (2 * Z) +
      (D / 2) ^ 2 * (w / (2 * Z)) / ((w / (2 * Z)) ^ 2 + (D / 2) ^ 2) := by
  have h : (w : ℂ) - selfEnergy Z D w = (((D / 2) ^ 2 : ℝ) : ℂ) *
      (((w / (2 * Z) : ℝ) : ℂ) + ((D / 2 : ℝ) : ℂ) * Complex.I)⁻¹ +
      (((w / (2 * Z) : ℝ) : ℂ) + ((D / 2 : ℝ) : ℂ) * Complex.I) := by
    simp only [selfEnergy, green, one_div, inv_inv]
    ring
  have hre : ∀ a b : ℝ, ((a : ℂ) + (b : ℂ) * Complex.I).re = a := by
    intro a b
    simp
  rw [renEnergy, h, Complex.add_re, Complex.re_ofReal_mul, Complex.inv_re, hre,
    Complex.normSq_add_mul_I]
  ring

/-- The slope of the renormalized energy at any frequency, for `D > 0`. -/
theorem hasDerivAt_renEnergy (Z : ℝ) {D : ℝ} (hD : 0 < D) (w : ℝ) :
    HasDerivAt (renEnergy Z D) (1 / (2 * Z) * (1 + (D / 2) ^ 2 *
      ((D / 2) ^ 2 - (w / (2 * Z)) ^ 2) / ((w / (2 * Z)) ^ 2 + (D / 2) ^ 2) ^ 2)) w := by
  have hx : HasDerivAt (fun v : ℝ => v / (2 * Z)) (1 / (2 * Z)) w :=
    (hasDerivAt_id' w).div_const _
  have hq : (w / (2 * Z)) ^ 2 + (D / 2) ^ 2 ≠ 0 := by positivity
  have h := hx.fun_add ((hx.const_mul ((D / 2) ^ 2)).fun_div
    ((hx.fun_pow 2).add_const ((D / 2) ^ 2)) hq)
  rw [funext (renEnergy_eq Z D)]
  refine h.congr_deriv ?_
  generalize w / (2 * Z) = x at hq ⊢
  generalize 1 / (2 * Z) = c
  generalize D / 2 = t at hq ⊢
  simp only [Nat.cast_ofNat, show (2 : ℕ) - 1 = 1 from rfl, pow_one]
  field_simp
  ring

/-- For `Z, D > 0` the curvature of the renormalized energy is a universal function of
`w/(Z D)`, scaled by `1/(2 Z² D)`. -/
theorem curvature_scaling {Z D : ℝ} (hZ : 0 < Z) (hD : 0 < D) (w : ℝ) :
    deriv (deriv (renEnergy Z D)) w = 1 / (2 * Z ^ 2 * D) * shape (w / (Z * D)) := by
  have hx : HasDerivAt (fun v : ℝ => v / (2 * Z)) (1 / (2 * Z)) w :=
    (hasDerivAt_id' w).div_const _
  have hq : (w / (2 * Z)) ^ 2 + (D / 2) ^ 2 ≠ 0 := by positivity
  have hx2 := hx.fun_pow 2
  have h := ((((hx2.const_sub ((D / 2) ^ 2)).const_mul ((D / 2) ^ 2)).fun_div
    ((hx2.add_const ((D / 2) ^ 2)).fun_pow 2) (pow_ne_zero 2 hq)).const_add 1).const_mul
    (1 / (2 * Z))
  rw [funext fun v => (hasDerivAt_renEnergy Z hD v).deriv, h.deriv]
  -- pass to the dimensionless frequency u
  have hu : w / (2 * Z) = D / 2 * (w / (Z * D)) := by field_simp
  rw [hu]
  generalize w / (Z * D) = u
  have hs : (D / 2 * u) ^ 2 + (D / 2) ^ 2 = (D / 2) ^ 2 * (u ^ 2 + 1) := by ring
  have hu1 : u ^ 2 + 1 ≠ 0 := by positivity
  simp only [Nat.cast_ofNat, show (2 : ℕ) - 1 = 1 from rfl, pow_one, hs, shape]
  field_simp
  ring

/-- The curvature profile at `u = √2 - 1` equals `-(3 + 2√2)/4`. -/
theorem shape_kink : shape (√2 - 1) = -((3 + 2 * √2) / 4) := by
  have hs : √2 ^ 2 = (2 : ℝ) := Real.sq_sqrt (by norm_num)
  have h : (√2 - 1) ^ 2 = 3 - 2 * √2 := by linear_combination hs
  rw [shape, div_eq_iff (by positivity), h]
  linear_combination (-4 * √2 ^ 2 + 18 * √2 - 24) * hs

/-- At every positive `u` other than `√2 - 1` the curvature profile is strictly smaller in
magnitude than `(3 + 2√2)/4`. -/
theorem abs_shape_lt {u : ℝ} (hu : 0 < u) (hne : u ≠ √2 - 1) :
    |shape u| < (3 + 2 * √2) / 4 := by
  have hs : √2 ^ 2 = (2 : ℝ) := Real.sq_sqrt (by norm_num)
  have hs1 : 1 < √2 := by nlinarith [Real.sqrt_nonneg 2]
  obtain ⟨a, ha⟩ : ∃ a : ℝ, a = √2 - 1 := ⟨_, rfl⟩
  have hs' : √2 = a + 1 := by linarith
  rw [← ha] at hne
  rw [hs'] at hs hs1 ⊢
  have ha0 : 0 < a := by linarith
  have haq : a ^ 2 + 2 * a - 1 = 0 := by linear_combination hs
  have hQ : 0 < (u ^ 2 + 1) ^ 3 := by positivity
  -- the double root at u = a marks the extremum
  have hfac : (u ^ 2 + 1) ^ 3 - 8 * a ^ 2 * u * (3 - u ^ 2) = (u - a) ^ 2 *
      (u ^ 4 + 2 * a * u ^ 3 + (3 + 3 * a ^ 2) * u ^ 2 + 10 * a * u + (5 + 2 * a)) := by
    linear_combination (4 * a * u ^ 3 + (-3 * a ^ 2 + 6 * a + 2) * u ^ 2
      - 10 * a * u - 2 * a - 1) * haq
  have hP : 0 < (u ^ 2 + 1) ^ 3 - 8 * a ^ 2 * u * (3 - u ^ 2) := by
    rw [hfac]
    have h1 : 0 < (u - a) ^ 2 := pow_pos_of_ne u a hne
    positivity
  have hC : (3 + 2 * (a + 1)) / 4 * (4 * a ^ 2) = 1 := by
    linear_combination (2 * a + 1) * haq
  have hC1 : 0 < (3 + 2 * (a + 1)) / 4 - 1 := by linarith
  rw [shape, abs_lt]
  constructor
  · rw [lt_div_iff₀ hQ]
    have h2 := mul_pos (show 0 < (3 + 2 * (a + 1)) / 4 by linarith) hP
    have e : (3 + 2 * (a + 1)) / 4 * ((u ^ 2 + 1) ^ 3 - 8 * a ^ 2 * u * (3 - u ^ 2)) =
        (3 + 2 * (a + 1)) / 4 * (u ^ 2 + 1) ^ 3 + 2 * u * (u ^ 2 - 3) := by
      linear_combination (-2 * u * (3 - u ^ 2)) * hC
    rw [e] at h2
    linarith
  · rw [div_lt_iff₀ hQ]
    have h3 : 2 * u ^ 3 ≤ (u ^ 2 + 1) ^ 3 := by
      nlinarith [sq_nonneg (u * (u - 1)), pow_pos hu 6, pow_pos hu 4, pow_pos hu 2]
    have h4 := mul_pos hC1 hQ
    linarith
where
  pow_pos_of_ne (u a : ℝ) (h : u ≠ a) : 0 < (u - a) ^ 2 :=
    pow_pos_iff_aux (sub_ne_zero.mpr h)
  pow_pos_iff_aux {y : ℝ} (h : y ≠ 0) : 0 < y ^ 2 := by positivity

/-- For `Z, D > 0` the renormalized energy has slope `1/Z` at the Fermi level, and on
`w > 0` the magnitude of its curvature is largest at `w = (√2 - 1) Z D` and nowhere else. -/
theorem kink_position {Z D : ℝ} (hZ : 0 < Z) (hD : 0 < D) :
    HasDerivAt (renEnergy Z D) (1 / Z) 0 ∧
    ∀ w : ℝ, 0 < w → w ≠ (√2 - 1) * Z * D →
      |deriv (deriv (renEnergy Z D)) w| <
        |deriv (deriv (renEnergy Z D)) ((√2 - 1) * Z * D)| := by
  constructor
  · refine (hasDerivAt_renEnergy Z hD 0).congr_deriv ?_
    have h1 : (D / 2) ^ 2 * ((D / 2) ^ 2 - 0 ^ 2) / (0 ^ 2 + (D / 2) ^ 2) ^ 2 = 1 := by
      rw [div_eq_one_iff_eq (by positivity)]
      ring
    rw [zero_div, h1]
    ring
  · intro w hw hne
    have hZD : Z * D ≠ 0 := by positivity
    have hk : (√2 - 1) * Z * D / (Z * D) = √2 - 1 := by
      rw [div_eq_iff hZD]
      ring
    have hu : w / (Z * D) ≠ √2 - 1 := by
      intro h
      rw [div_eq_iff hZD] at h
      exact hne (by linear_combination h)
    have hb := abs_shape_lt (div_pos hw (mul_pos hZ hD)) hu
    rw [curvature_scaling hZ hD, curvature_scaling hZ hD, hk, shape_kink, abs_mul, abs_mul,
      abs_neg, abs_of_pos (show 0 < (3 + 2 * √2) / 4 by positivity)]
    exact mul_lt_mul_of_pos_left hb (by positivity)

/-- For `Z, D > 0` the curvature at the kink is `-(3 + 2√2)/(8 Z² D)`. -/
theorem kink_curvature {Z D : ℝ} (hZ : 0 < Z) (hD : 0 < D) :
    deriv (deriv (renEnergy Z D)) ((√2 - 1) * Z * D) =
      -((3 + 2 * √2) / (8 * Z ^ 2 * D)) := by
  have hk : (√2 - 1) * Z * D / (Z * D) = √2 - 1 := by
    rw [div_eq_iff (by positivity)]
    ring
  rw [curvature_scaling hZ hD, hk, shape_kink]
  ring

/-- For `Z, D, w > 0` the renormalized energy lies above the line `w/(2Z)`, by less than
`Z D²/(2w)`. -/
theorem second_linear_regime {Z D w : ℝ} (hZ : 0 < Z) (hD : 0 < D) (hw : 0 < w) :
    0 < renEnergy Z D w - w / (2 * Z) ∧
      renEnergy Z D w - w / (2 * Z) < Z * D ^ 2 / (2 * w) := by
  rw [renEnergy_eq, add_sub_cancel_left]
  refine ⟨by positivity, ?_⟩
  rw [div_lt_iff₀ (by positivity)]
  have e : Z * D ^ 2 / (2 * w) * ((w / (2 * Z)) ^ 2 + (D / 2) ^ 2) =
      (D / 2) ^ 2 * (w / (2 * Z)) + Z * D ^ 4 / (8 * w) := by
    field_simp
    ring
  have hp : 0 < Z * D ^ 4 / (8 * w) := by positivity
  rw [e]
  linarith

end

end BetheLatticeKink
```

```lean
#print axioms BetheLatticeKink.kink_position
#print axioms BetheLatticeKink.kink_curvature
#print axioms BetheLatticeKink.second_linear_regime
```

```
'BetheLatticeKink.kink_position' depends on axioms: [propext, Classical.choice, Quot.sound]
'BetheLatticeKink.kink_curvature' depends on axioms: [propext, Classical.choice, Quot.sound]
'BetheLatticeKink.second_linear_regime' depends on axioms: [propext, Classical.choice, Quot.sound]
```

## How the lemmas fit together

`renEnergy_eq` takes the real part. `hasDerivAt_renEnergy` assembles F' from the sum, quotient and power rules; `field_simp` and `ring` bring it to the form above. `curvature_scaling` differentiates that formula and substitutes x = tu, leaving `shape`, which is s.

`shape_kink` evaluates s(a) using only (√2)² = 2. In `abs_shape_lt`, `hfac` is the factorization, checked by `linear_combination` from a² + 2a − 1 = 0, and `hP` is its positivity. The two halves of `abs_lt` are then the lower and upper bounds on s.

`kink_position` evaluates F' at zero and carries the strict bound back from u to w, multiplying by the positive factor 1/(2Z²D). `kink_curvature` uses the same scaling at the single point a. `second_linear_regime` works directly from the closed form, clearing the positive denominator x² + t².
